# The time delay of N positive-width resonances in one channel, modelled by a product of one-pole factors, integrates to 2πN

An isolated resonance at energy $R$ with width $G>0$ and no background phase is modelled, at real energy $E$, by the one-channel S-matrix $S(E)=(E-R-iG/2)/(E-R+iG/2)$, and its time delay is $-iS'(E)/S(E)$ in units with $\hbar=1$. Several resonances in the same channel are modelled here by the product of such factors, one for each position $R_k$ and width $G_k$.

In Lean 4 with Mathlib:

```lean
import Mathlib

open Complex MeasureTheory

namespace PredissociationTimeDelay

noncomputable section

/-- The one-channel S-matrix of a resonance at energy `R` with width `G`, as a function of the
real energy `E`; its domain is `G ≠ 0` or `E ≠ R`. -/
def resonanceS (R G E : ℝ) : ℂ :=
  ((E : ℂ) - R - (G : ℂ) / 2 * I) / ((E : ℂ) - R + (G : ℂ) / 2 * I)

/-- The time delay `-i S'(E) / S(E)` of a one-channel S-matrix, in units with `ħ = 1`;
its domain is the energies where `S` is differentiable and nonzero. -/
def timeDelay (S : ℝ → ℂ) (E : ℝ) : ℂ := -I * deriv S E / S E

/-- The Lorentzian `G / ((E - R)² + G²/4)`; its domain is `G ≠ 0` or `E ≠ R`. -/
def lorentzian (R G E : ℝ) : ℝ := G / ((E - R) ^ 2 + G ^ 2 / 4)

/-- The S-matrix of a finite set `s` of resonances in one channel, the product of their
one-pole factors; its domain is that of every factor. -/
def multiS {ι : Type*} (s : Finset ι) (R G : ι → ℝ) (E : ℝ) : ℂ :=
  ∏ k ∈ s, resonanceS (R k) (G k) E

/-- For positive width the denominator of the S-matrix has no zero at real energy. -/
theorem denominator_ne_zero {G : ℝ} (hG : 0 < G) (R E : ℝ) :
    (E : ℂ) - R + (G : ℂ) / 2 * I ≠ 0 := by
  intro h
  have him := congrArg Complex.im h
  simp at him
  linarith

/-- At real energy the S-matrix of a resonance of positive width has modulus one. -/
theorem norm_resonanceS {G : ℝ} (hG : 0 < G) (R E : ℝ) : ‖resonanceS R G E‖ = 1 := by
  -- the numerator is the complex conjugate of the denominator
  have h : (E : ℂ) - R - (G : ℂ) / 2 * I
      = starRingEnd ℂ ((E : ℂ) - R + (G : ℂ) / 2 * I) := by
    have h2 : starRingEnd ℂ (2 : ℂ) = 2 := map_ofNat (starRingEnd ℂ) 2
    simp only [map_add, map_sub, map_mul, map_div₀, Complex.conj_ofReal, Complex.conj_I, h2]
    ring
  rw [resonanceS, h, norm_div, RCLike.norm_conj,
    div_self (norm_ne_zero_iff.mpr (denominator_ne_zero hG R E))]

/-- The energy derivative of the resonance S-matrix is `i G / (E - R + iG/2)²`. -/
theorem hasDerivAt_resonanceS {G : ℝ} (hG : 0 < G) (R E : ℝ) :
    HasDerivAt (resonanceS R G) ((G : ℂ) * I / ((E : ℂ) - R + (G : ℂ) / 2 * I) ^ 2) E := by
  have hx : HasDerivAt (fun x : ℝ => (x : ℂ)) 1 E := by
    simpa using (hasDerivAt_id E).ofReal_comp
  have hn := (hx.sub_const (R : ℂ)).sub_const ((G : ℂ) / 2 * I)
  have hd := (hx.sub_const (R : ℂ)).add_const ((G : ℂ) / 2 * I)
  have h := hn.fun_div hd (denominator_ne_zero hG R E)
  exact h.congr_deriv (by ring)

/-- The time delay of a single resonance is the Lorentzian `G / ((E - R)² + G²/4)`. -/
theorem timeDelay_resonanceS {G : ℝ} (hG : 0 < G) (R E : ℝ) :
    timeDelay (resonanceS R G) E = (lorentzian R G E : ℂ) := by
  have key : ∀ n d g : ℂ, n ≠ 0 → d ≠ 0 →
      -I * (g * I / d ^ 2) / (n / d) = g / (n * d) := by
    intro n d g hn hd
    have h : -I * (g * I / d ^ 2) / (n / d) = -(I * I) * (g / (n * d)) := by
      field_simp
    rw [h, I_mul_I]
    ring
  have hn : (E : ℂ) - R - (G : ℂ) / 2 * I ≠ 0 := by
    intro h
    have him := congrArg Complex.im h
    simp at him
    linarith
  -- numerator times denominator is the real Lorentzian denominator
  have hprod : ((E : ℂ) - R) ^ 2 + (G : ℂ) ^ 2 / 4
      = ((E : ℂ) - R - (G : ℂ) / 2 * I) * ((E : ℂ) - R + (G : ℂ) / 2 * I) := by
    linear_combination ((G : ℂ) ^ 2 / 4) * I_sq
  rw [timeDelay, (hasDerivAt_resonanceS hG R E).deriv, resonanceS,
    key _ _ _ hn (denominator_ne_zero hG R E), ← hprod, lorentzian]
  push_cast
  rfl

/-- For positive width the Lorentzian delay never exceeds `4 / G`, and it equals `4 / G` exactly at
`E = R`. -/
theorem lorentzian_peak {G : ℝ} (hG : 0 < G) (R E : ℝ) :
    lorentzian R G E ≤ 4 / G ∧ (lorentzian R G E = 4 / G ↔ E = R) := by
  have hD : 0 < (E - R) ^ 2 + G ^ 2 / 4 := by positivity
  unfold lorentzian
  constructor
  · rw [div_le_div_iff₀ hD hG]
    nlinarith [sq_nonneg (E - R)]
  · rw [div_eq_div_iff hD.ne' hG.ne']
    constructor
    · intro h
      have h0 : (E - R) ^ 2 = 0 := by nlinarith
      have h1 : E - R = 0 := pow_eq_zero_iff two_ne_zero |>.mp h0
      linarith
    · rintro rfl
      ring

/-- For positive width the Lorentzian delay equals `2 / G`, half its peak value, exactly at distance
`G / 2` from `R`. -/
theorem lorentzian_half_maximum {G : ℝ} (hG : 0 < G) (R E : ℝ) :
    lorentzian R G E = 2 / G ↔ |E - R| = G / 2 := by
  have hD : 0 < (E - R) ^ 2 + G ^ 2 / 4 := by positivity
  have key : |E - R| = G / 2 ↔ (E - R) ^ 2 = (G / 2) ^ 2 := by
    rw [sq_eq_sq_iff_abs_eq_abs, abs_of_pos (half_pos hG)]
  rw [key, lorentzian, div_eq_div_iff hD.ne' hG.ne']
  constructor <;> intro h <;> nlinarith

/-- For positive width the Lorentzian delay is integrable over all real energies, with integral
`2π`. -/
theorem integral_lorentzian {G : ℝ} (hG : 0 < G) (R : ℝ) :
    Integrable (lorentzian R G) ∧ ∫ E, lorentzian R G E = 2 * Real.pi := by
  have hG2 : G / 2 ≠ 0 := (half_pos hG).ne'
  -- in units of the half-width the delay is a multiple of `1 / (1 + x²)`
  have hL : lorentzian R G = fun E => 4 / G * (1 + ((E - R) / (G / 2)) ^ 2)⁻¹ := by
    funext E
    have hD : (E - R) ^ 2 + G ^ 2 / 4 ≠ 0 := by positivity
    have hg : G ^ 2 * (G ^ 2)⁻¹ = 1 := mul_inv_cancel₀ (by positivity)
    have h : 1 + ((E - R) / (G / 2)) ^ 2 = ((E - R) ^ 2 + G ^ 2 / 4) * (4 / G ^ 2) := by
      linear_combination -hg
    rw [h, lorentzian]
    generalize (E - R) ^ 2 + G ^ 2 / 4 = D at hD
    field_simp
  rw [hL]
  constructor
  · exact ((integrable_inv_one_add_sq.comp_div hG2).comp_sub_right R).const_mul (4 / G)
  · rw [integral_const_mul,
      integral_sub_right_eq_self (fun x : ℝ => (1 + (x / (G / 2)) ^ 2)⁻¹) R,
      Measure.integral_comp_div (fun x : ℝ => (1 + x ^ 2)⁻¹) (G / 2),
      integral_univ_inv_one_add_sq, abs_of_pos (half_pos hG), smul_eq_mul]
    field_simp
    norm_num

/-- At an energy where two S-matrices are differentiable and nonzero, the time delay of their
product is the sum of their time delays. -/
theorem timeDelay_mul {S T : ℝ → ℂ} {E : ℝ} (hS : DifferentiableAt ℝ S E)
    (hT : DifferentiableAt ℝ T E) (hS0 : S E ≠ 0) (hT0 : T E ≠ 0) :
    timeDelay (fun x => S x * T x) E = timeDelay S E + timeDelay T E := by
  simp only [timeDelay]
  rw [(hS.hasDerivAt.fun_mul hT.hasDerivAt).deriv, div_add_div _ _ hS0 hT0]
  congr 1
  ring

/-- For finitely many resonances of positive width in one channel, the S-matrix has modulus one,
the time delay is the sum of the Lorentzians, and its integral over all real energies is `2π`
times the number of resonances. -/
theorem total_time_delay {ι : Type*} (s : Finset ι) (R G : ι → ℝ) (hG : ∀ k, 0 < G k) :
    (∀ E, ‖multiS s R G E‖ = 1) ∧
    (∀ E, timeDelay (multiS s R G) E = ((∑ k ∈ s, lorentzian (R k) (G k) E : ℝ) : ℂ)) ∧
    Integrable (timeDelay (multiS s R G)) ∧
    ∫ E, timeDelay (multiS s R G) E = ((2 * Real.pi * s.card : ℝ) : ℂ) := by
  classical
  have hnorm : ∀ (t : Finset ι) (E : ℝ), ‖multiS t R G E‖ = 1 := by
    intro t E
    rw [multiS, norm_prod]
    exact Finset.prod_eq_one fun k _ => norm_resonanceS (hG k) (R k) E
  -- delays add, one resonance at a time
  have hdelay : ∀ E, DifferentiableAt ℝ (multiS s R G) E ∧
      timeDelay (multiS s R G) E = ((∑ k ∈ s, lorentzian (R k) (G k) E : ℝ) : ℂ) := by
    intro E
    induction s using Finset.induction_on with
    | empty =>
      have h1 : multiS (∅ : Finset ι) R G = fun _ => 1 := by
        funext x
        simp [multiS]
      rw [h1]
      exact ⟨differentiableAt_const _, by simp [timeDelay]⟩
    | insert a t ha ih =>
      have hfun : multiS (insert a t) R G
          = fun x => resonanceS (R a) (G a) x * multiS t R G x := by
        funext x
        simp only [multiS, Finset.prod_insert ha]
      have hd := hasDerivAt_resonanceS (hG a) (R a) E
      have ha0 : resonanceS (R a) (G a) E ≠ 0 :=
        norm_ne_zero_iff.mp (by rw [norm_resonanceS (hG a)]; exact one_ne_zero)
      have ht0 : multiS t R G E ≠ 0 :=
        norm_ne_zero_iff.mp (by rw [hnorm t E]; exact one_ne_zero)
      rw [hfun, Finset.sum_insert ha]
      refine ⟨(hd.fun_mul ih.1.hasDerivAt).differentiableAt, ?_⟩
      rw [timeDelay_mul hd.differentiableAt ih.1 ha0 ht0, ih.2,
        timeDelay_resonanceS (hG a), Complex.ofReal_add]
  have hfun : timeDelay (multiS s R G)
      = fun E => ((∑ k ∈ s, lorentzian (R k) (G k) E : ℝ) : ℂ) :=
    funext fun E => (hdelay E).2
  have hint : ∀ k ∈ s, Integrable (fun E => lorentzian (R k) (G k) E) :=
    fun k _ => (integral_lorentzian (hG k) (R k)).1
  refine ⟨hnorm s, fun E => (hdelay E).2, ?_, ?_⟩
  · rw [hfun]
    exact (integrable_finsetSum s hint).ofReal
  · -- each resonance contributes an area `2π`
    rw [hfun, integral_complex_ofReal, integral_finsetSum s hint,
      Finset.sum_congr rfl fun k _ => (integral_lorentzian (hG k) (R k)).2,
      Finset.sum_const, nsmul_eq_mul, mul_comm]

end

end PredissociationTimeDelay
```

```lean
#print axioms PredissociationTimeDelay.lorentzian_peak
#print axioms PredissociationTimeDelay.lorentzian_half_maximum
#print axioms PredissociationTimeDelay.total_time_delay
```

```
'PredissociationTimeDelay.lorentzian_peak' depends on axioms: [propext, Classical.choice, Quot.sound]
'PredissociationTimeDelay.lorentzian_half_maximum' depends on axioms: [propext, Classical.choice, Quot.sound]
'PredissociationTimeDelay.total_time_delay' depends on axioms: [propext, Classical.choice, Quot.sound]
```

## Predissociating levels as poles

`resonanceS R G E` is the factor above. Its pole lies at $E=R-iG/2$, below the real axis, as befits a state that decays with lifetime $1/G$. For an isolated predissociating level, $R$ is the position of the quasi-bound level and $G$ its width from coupling to the open dissociation channel. When several resonances overlap, $R_k$ and $G_k$ are read from the poles $R_k-iG_k/2$ of the full S-matrix. They in general differ from the position and width that each level would have if it alone were coupled to the channel.

`timeDelay` takes any function from real energies to complex numbers and uses its actual derivative. Its value is complex by type; the theorems show that here it equals a real number, given for one resonance by `lorentzian R G E`. `multiS s R G` is the product over a finite set `s` of labels, and `s.card` is the number of resonances.

The main theorem, `total_time_delay`, assumes that every width is positive. It states that the product has modulus one at every real energy, that its delay is the sum of the Lorentzians, and that this delay is integrable with integral $2\pi$ times the number of resonances. Positions may coincide and widths may overlap.

The product form is assumed, not derived from molecular potentials and couplings. The widths do not depend on energy, there is no background phase, and the integral covers the whole real line, with no dissociation threshold. Within this one-channel model, the area under the delay curve over all real energies, divided by $2\pi$, is the number of resonances even when their peaks merge. A curve computed on a finite energy window misses the part of this area that lies in the Lorentzian tails outside it.

## One resonance: from conjugate factors to a Lorentzian

Every theorem in this section assumes $G>0$. Write $x=E-R$, $n=x-iG/2$ and $d=x+iG/2$, so that $S=n/d$. The imaginary part of $d$ is $G/2\neq0$, which is how `denominator_ne_zero` excludes a zero. Since $n=\bar d$, the two moduli agree and $|S|=1$; this is `norm_resonanceS`.

Both $n$ and $d$ have derivative 1 with respect to $E$, so the quotient rule in `hasDerivAt_resonanceS` gives

$$S'=\frac{d-n}{d^2}=\frac{iG}{d^2}.$$

Therefore

$$-i\frac{S'}{S}=-i\,\frac{iG}{d^2}\,\frac{d}{n}=\frac{G}{nd}=\frac{G}{x^2+G^2/4}.$$

In `timeDelay_resonanceS`, `key` does the cancellation and `hprod` evaluates $nd$.

For the peak, subtract the delay from $4/G$:

$$\frac4G-\frac{G}{x^2+G^2/4}=\frac{4x^2}{G(x^2+G^2/4)}\ge0,$$

with equality exactly when $x=0$. The delay equals $2/G$ exactly when $G^2=2x^2+G^2/2$, that is, when $|x|=G/2$. `lorentzian_peak` and `lorentzian_half_maximum` clear the positive denominators and finish with elementary algebra, the latter after rewriting $|x|=G/2$ as $x^2=(G/2)^2$.

For the area, put $u=x/(G/2)$, so that $dE=(G/2)\,du$:

$$\int_{-\infty}^{\infty}\frac{G}{x^2+G^2/4}\,dE
=\frac4G\cdot\frac G2\int_{-\infty}^{\infty}\frac{du}{1+u^2}=2\pi.$$

`integral_lorentzian` rewrites the integrand in this form through `hL`, then shifts and scales the known integral of $1/(1+u^2)$. The same change of variable gives integrability.

## Adding resonances

For differentiable, nonzero $S$ and $T$, the product rule gives

$$-i\frac{(ST)'}{ST}=-i\frac{S'T+ST'}{ST}=-i\frac{S'}{S}-i\frac{T'}{T},$$

which is `timeDelay_mul`. The main proof applies it by induction on the set of resonances, carrying differentiability along with the sum formula; modulus one ensures that no factor vanishes. A finite sum of integrable Lorentzians is integrable, and each contributes $2\pi$.

The induction starts from the empty set: with no resonance, $S=1$, the delay is zero and so is its area.

For two overlapping resonances, take $R_1=0$, $R_2=1$ and $G_1=G_2=2$ in a common energy unit. At $E=0$ the delays are $2/(0+1)=2$ and $2/(1+1)=1$, which add to $3$; by symmetry the sum is also $3$ at $E=1$. Midway, at $E=1/2$, each is $2/(1/4+1)=8/5$, and the sum is $3.2$. The total delay is thus larger midway between the two positions than at either of them, while its area is $4\pi$.
